# The energy slope of a lattice matching ratio is minus the core norm divided by the squared matching amplitude

Let $V_1, V_2, \dots$ be real numbers that do not depend on the real energy $E$, and let $u_j(E)$ be the solution shot outwards from site 0:

$$u_0 = 0,\qquad u_1 = 1,\qquad u_{j+1} = (V_j - E)\,u_j - u_{j-1}\quad (j \ge 1).$$

At every energy where $u_n(E) \neq 0$,

$$\frac{d}{dE}\,\frac{u_{n+1}}{u_n} = -\frac{S_n}{u_n^2},\qquad S_n = \sum_{j=1}^{n} u_j^2 .$$

The ratio $u_{n+1}/u_n$ is the lattice form of the logarithmic derivative at a matching site $n$, and $S_n$ is the norm accumulated up to that site. The identity is exact for the recurrence and has no discretisation error of its own. The right-hand side does not change when the solution is rescaled: for $\psi_j = u_j/\sqrt{S_n}$, which has unit norm on the sites $1,\dots,n$, the slope is $-1/\psi_n^2$.

## Eigenvalue updates and norm-conserving potentials

The recurrence is the three-point discretisation of a one-particle radial or one-dimensional Schrödinger equation with a local potential on a uniform grid. In atomic units, with spacing $h$, physical potential $v_j$ (including any centrifugal term) and physical energy $\varepsilon$, the dictionary is $V_j = 2 + 2h^2 v_j$ and $E = 2h^2\varepsilon$. A derivative with respect to $\varepsilon$ therefore carries an extra factor $2h^2$. The slope of $(u_{n+1}/u_n - 1)/h$ becomes $-2h\,S_n/u_n^2$, the grid version of $-2\int_0^R u^2\,dr / u(R)^2$.

For a hard wall at site $n+1$, the eigenvalue condition is $u_{n+1}(E) = 0$. Where $u_n \neq 0$, Newton's method applied to the ratio gives

$$E_{\text{new}} = E + \frac{u_{n+1}\,u_n}{S_n},$$

so the correction needs only the solution already computed and its norm, with no second integration at a shifted energy. At a zero of $u_n$ the formula would return $E$ unchanged although $E$ is not an eigenvalue, so a small correction alone is not a safe sign of convergence. The file below contains neither this update nor the grid dictionary.

The identity also bears on pseudopotentials, within the same one-particle, local-potential lattice model. Take the solutions for the original and for a smoother potential at the same energy, and scale the second to the same nonzero amplitude as the first at the matching site. The energy slopes of the two matching ratios then agree exactly when the two solutions carry the same norm up to that site.

## Differentiating the recurrence and summing

Write $w_j = du_j/dE$. The starting values are constants, so $w_0 = w_1 = 0$. The product rule applied to the recurrence gives

$$w_{j+1} = (V_j - E)\,w_j - u_j - w_{j-1}.$$

The term $-u_j$ comes from differentiating the factor $V_j - E$.

Now define the cross difference $C_n = w_{n+1}u_n - u_{n+1}w_n$, a discrete Wronskian of the solution and its energy derivative. Inserting both recurrences one site further out,

$$\begin{aligned}
C_{n+1} &= w_{n+2}u_{n+1} - u_{n+2}w_{n+1}\\
&= \big[(V_{n+1}-E)w_{n+1} - u_{n+1} - w_n\big]u_{n+1} - \big[(V_{n+1}-E)u_{n+1} - u_n\big]w_{n+1}\\
&= C_n - u_{n+1}^2 .
\end{aligned}$$

The potential has cancelled. Since $C_0 = w_1u_0 - u_1w_0 = 0$, summation gives $C_n = -S_n$. Where $u_n \neq 0$, the quotient rule finishes the argument:

$$\frac{d}{dE}\frac{u_{n+1}}{u_n} = \frac{w_{n+1}u_n - u_{n+1}w_n}{u_n^2} = \frac{C_n}{u_n^2} = -\frac{S_n}{u_n^2}.$$

The smallest case is $n = 1$. There $u_2/u_1 = V_1 - E$ has slope $-1$, and $S_1/u_1^2 = 1$. For $n = 2$ the ratio is $V_2 - E - 1/(V_1 - E)$, with slope $-1 - 1/(V_1-E)^2$, which is $-(u_1^2+u_2^2)/u_2^2$ because $u_2 = V_1 - E$.

Three consequences follow.

**Monotonicity.** For $n \ge 1$ the sum contains $u_1^2 = 1$, so $S_n \ge 1$ and the slope is negative. The ratio is strictly decreasing on any energy interval in which $u_n$ has no zero. The interval matters: in the $n=2$ example the ratio falls to $-\infty$ as $E$ rises to $V_1$ and starts again from $+\infty$ on the other side.

**Simple zeros.** If $u_{n+1}(E) = 0$, then $n \ge 1$, because $u_1 = 1$. The cross difference reduces to $w_{n+1}u_n = -S_n \le -1$, so $w_{n+1} \neq 0$. The function $u_{n+1}(E)$ therefore changes sign at each of its roots, so bisection can find any root that has been bracketed on its own.

**Norm conservation.** Let $\tilde u_j$ be the solution for a second potential $W$ at the same energy, and let $c$ be a number with $u_n = c\,\tilde u_n \neq 0$. The two slopes are equal exactly when

$$\frac{\sum_{j=1}^n u_j^2}{u_n^2} = \frac{\sum_{j=1}^n \tilde u_j^2}{\tilde u_n^2}.$$

Multiplying by $u_n^2 = c^2\tilde u_n^2$ turns this into $\sum_{j=1}^n u_j^2 = \sum_{j=1}^n (c\,\tilde u_j)^2$, and the step can be reversed.

The factor $c$ is easily forgotten, since both solutions start from $u_1 = 1$ and their raw sums look comparable. Take $E = 0$, $n = 3$, $(V_1,V_2) = (2,1)$ and $(W_1,W_2) = (1,3)$. The solutions on sites 1 to 3 are $(1,2,1)$ and $(1,1,2)$, and both raw sums are 6. The slopes are nevertheless $-6$ and $-3/2$. With $c = 1/2$ the second norm becomes $3/2$, and the disagreement is visible.

## The Lean file

```lean
import Mathlib

open Finset

namespace DiscreteNormConservation

noncomputable section

/-- The solution shot outwards from site 0 at energy `E` in the potential `V`:
`u_0 = 0`, `u_1 = 1`, `u_{j+1} = (V_j - E) u_j - u_{j-1}`. -/
def shoot (V : ℕ → ℝ) (E : ℝ) : ℕ → ℝ
  | 0 => 0
  | 1 => 1
  | (j + 2) => (V (j + 1) - E) * shoot V E (j + 1) - shoot V E j

/-- The sequence obtained by differentiating the shooting recurrence term by term
with respect to the energy. -/
def shootDeriv (V : ℕ → ℝ) (E : ℝ) : ℕ → ℝ
  | 0 => 0
  | 1 => 0
  | (j + 2) => (V (j + 1) - E) * shootDeriv V E (j + 1) - shoot V E (j + 1)
      - shootDeriv V E j

/-- The norm accumulated by the shot solution on the sites `1, ..., n`. -/
def coreNorm (V : ℕ → ℝ) (E : ℝ) (n : ℕ) : ℝ :=
  ∑ j ∈ Icc 1 n, shoot V E j ^ 2

/-- The matching ratio `u_{n+1}(E) / u_n(E)`, the lattice form of the logarithmic
derivative, meant for energies with `u_n(E) ≠ 0`. -/
def matchRatio (V : ℕ → ℝ) (n : ℕ) (E : ℝ) : ℝ :=
  shoot V E (n + 1) / shoot V E n

/-- The shot solution is differentiable in the energy at every site, and its derivative
obeys the differentiated recurrence. -/
theorem hasDerivAt_shoot (V : ℕ → ℝ) (E : ℝ) :
    ∀ n : ℕ, HasDerivAt (fun x => shoot V x n) (shootDeriv V E n) E
  | 0 => by
      simp only [shoot, shootDeriv]
      exact hasDerivAt_const E (0 : ℝ)
  | 1 => by
      simp only [shoot, shootDeriv]
      exact hasDerivAt_const E (1 : ℝ)
  | (j + 2) => by
      have h1 := hasDerivAt_shoot V E (j + 1)
      have h0 := hasDerivAt_shoot V E j
      have hc : HasDerivAt (fun x : ℝ => V (j + 1) - x) (-1) E :=
        (hasDerivAt_id' E).const_sub (V (j + 1))
      have h := (hc.fun_mul h1).fun_sub h0
      simp only [shoot, shootDeriv]
      exact h.congr_deriv (by ring)

/-- The cross difference of the shot solution and its energy derivative at neighbouring
sites equals minus the norm accumulated up to site `n`. -/
theorem cross_difference (V : ℕ → ℝ) (E : ℝ) (n : ℕ) :
    shootDeriv V E (n + 1) * shoot V E n - shoot V E (n + 1) * shootDeriv V E n
      = -coreNorm V E n := by
  induction n with
  | zero => simp [shoot, shootDeriv, coreNorm]
  | succ n ih =>
    have hu : shoot V E (n + 1 + 1)
        = (V (n + 1) - E) * shoot V E (n + 1) - shoot V E n := rfl
    have hw : shootDeriv V E (n + 1 + 1)
        = (V (n + 1) - E) * shootDeriv V E (n + 1) - shoot V E (n + 1)
          - shootDeriv V E n := rfl
    have hs : coreNorm V E (n + 1) = coreNorm V E n + shoot V E (n + 1) ^ 2 := by
      unfold coreNorm
      exact Finset.sum_Icc_succ_top (by omega) _
    -- the potential cancels, leaving only the new term of the norm
    rw [hu, hw, hs]
    linear_combination ih

/-- The accumulated norm is at least one as soon as site 1 is included. -/
theorem one_le_coreNorm (V : ℕ → ℝ) (E : ℝ) {n : ℕ} (hn : 1 ≤ n) :
    1 ≤ coreNorm V E n := by
  have h : shoot V E 1 ^ 2 ≤ coreNorm V E n :=
    Finset.single_le_sum (f := fun j => shoot V E j ^ 2)
      (fun j _ => sq_nonneg _) (Finset.mem_Icc.2 ⟨le_rfl, hn⟩)
  have h1 : shoot V E 1 = 1 := rfl
  rw [h1] at h
  linarith

/-- Wherever `u_n(E)` is nonzero, the energy derivative of `u_{n+1}/u_n` is
`-(∑_{j=1}^n u_j²) / u_n²`. -/
theorem hasDerivAt_matchRatio (V : ℕ → ℝ) (E : ℝ) (n : ℕ) (hu : shoot V E n ≠ 0) :
    HasDerivAt (matchRatio V n) (-coreNorm V E n / shoot V E n ^ 2) E := by
  have h := (hasDerivAt_shoot V E (n + 1)).fun_div (hasDerivAt_shoot V E n) hu
  exact h.congr_deriv (by rw [← cross_difference V E n])

/-- On a convex energy window in which `u_n` never vanishes, the matching ratio is
strictly decreasing in the energy. -/
theorem matchRatio_strictAntiOn (V : ℕ → ℝ) (n : ℕ) {D : Set ℝ} (hD : Convex ℝ D)
    (hu : ∀ E ∈ D, shoot V E n ≠ 0) : StrictAntiOn (matchRatio V n) D := by
  apply strictAntiOn_of_deriv_neg hD
  · intro E hE
    exact (hasDerivAt_matchRatio V E n (hu E hE)).continuousAt.continuousWithinAt
  · intro E hE
    have hne := hu E (interior_subset hE)
    -- site 0 is excluded because the solution vanishes there
    have hn : 1 ≤ n := by
      rcases Nat.eq_zero_or_pos n with h0 | h0
      · subst h0
        exact absurd rfl hne
      · exact h0
    have hpos := one_le_coreNorm V E hn
    rw [(hasDerivAt_matchRatio V E n hne).deriv]
    exact div_neg_of_neg_of_pos (by linarith) (by positivity)

/-- At an energy where the shot solution vanishes at site `n + 1`, its energy derivative
at that site is nonzero. -/
theorem deriv_ne_zero_of_node (V : ℕ → ℝ) (E : ℝ) (n : ℕ)
    (h : shoot V E (n + 1) = 0) : deriv (fun x => shoot V x (n + 1)) E ≠ 0 := by
  rcases Nat.eq_zero_or_pos n with h0 | hn
  · subst h0
    simp [shoot] at h
  · rw [(hasDerivAt_shoot V E (n + 1)).deriv]
    intro hw
    have hc := cross_difference V E n
    rw [hw, h] at hc
    have hpos := one_le_coreNorm V E hn
    linarith

/-- Norm conservation: let the solution for `W`, rescaled by `c`, match the solution for `V` at site
`n` with nonzero amplitude. The energy derivatives of the two matching ratios agree exactly when the
solution for `V` and the rescaled solution for `W` carry the same norm on the sites `1, ..., n`. -/
theorem norm_conservation (V W : ℕ → ℝ) (E c : ℝ) (n : ℕ)
    (hu : shoot V E n ≠ 0) (hc : shoot V E n = c * shoot W E n) :
    deriv (matchRatio V n) E = deriv (matchRatio W n) E ↔
      ∑ j ∈ Icc 1 n, shoot V E j ^ 2 = ∑ j ∈ Icc 1 n, (c * shoot W E j) ^ 2 := by
  have hW : shoot W E n ≠ 0 := by
    intro h0
    apply hu
    rw [hc, h0, mul_zero]
  have hV : ∑ j ∈ Icc 1 n, shoot V E j ^ 2 = coreNorm V E n := rfl
  have hs : ∑ j ∈ Icc 1 n, (c * shoot W E j) ^ 2 = c ^ 2 * coreNorm W E n := by
    simp only [coreNorm, mul_pow, Finset.mul_sum]
  rw [(hasDerivAt_matchRatio V E n hu).deriv, (hasDerivAt_matchRatio W E n hW).deriv,
    hV, hs, div_eq_div_iff (pow_ne_zero 2 hu) (pow_ne_zero 2 hW), hc]
  constructor
  · intro h
    -- the common squared amplitude at the matching site cancels
    apply mul_right_cancel₀ (pow_ne_zero 2 hW)
    linear_combination -h
  · intro h
    linear_combination (-(shoot W E n) ^ 2) * h

end

end DiscreteNormConservation
```

```lean
#print axioms DiscreteNormConservation.matchRatio_strictAntiOn
-- 'DiscreteNormConservation.matchRatio_strictAntiOn' depends on axioms: [propext, Classical.choice, Quot.sound]
#print axioms DiscreteNormConservation.deriv_ne_zero_of_node
-- 'DiscreteNormConservation.deriv_ne_zero_of_node' depends on axioms: [propext, Classical.choice, Quot.sound]
#print axioms DiscreteNormConservation.norm_conservation
-- 'DiscreteNormConservation.norm_conservation' depends on axioms: [propext, Classical.choice, Quot.sound]
```

## How the Lean proof follows the derivation

`shoot V E j` is $u_j(E)$, `shootDeriv V E j` is $w_j$, `coreNorm V E n` is $S_n$, and `matchRatio V n E` is $u_{n+1}/u_n$. The recursive case of `shoot` is written for site `j + 2`, so that it uses `V (j + 1)`; this is the recurrence above with its index moved by one. The value `V 0` is never used.

`shootDeriv` is at first only a sequence defined by the differentiated recurrence. `hasDerivAt_shoot` proves that it is the true energy derivative. Its three cases follow the definition: two constants, then a step that combines the derivative $-1$ of $V_{j+1} - E$ with the product and difference rules, after which `ring` puts the result in the form of the recurrence.

`cross_difference` is the statement $C_n = -S_n$, proved by induction on $n$. The facts `hu`, `hw` and `hs` expand $u_{n+2}$, $w_{n+2}$ and $S_{n+1}$, and `linear_combination ih` carries out the cancellation shown in the three-line calculation. `one_le_coreNorm` obtains $S_n \ge 1$ by comparing the sum with its single term at site 1.

`hasDerivAt_matchRatio` is the main theorem. It applies the quotient rule and replaces the numerator by means of `cross_difference`. `matchRatio_strictAntiOn` passes the negative slope to Mathlib's monotonicity criterion, which asks for continuity on the window and a negative derivative in its interior. `deriv_ne_zero_of_node` assumes that $w_{n+1}$ vanishes together with $u_{n+1}$, which would make the cross difference zero and contradict $S_n \ge 1$.

In `norm_conservation`, `div_eq_div_iff` clears the two denominators. One direction then cancels the common factor $\tilde u_n^2$, and the other multiplies by it.

## What is guaranteed for a code, and under which assumptions

The main theorem says that for every real potential, energy and site with `shoot V E n ≠ 0`, the function `matchRatio V n` is differentiable at `E` and has the stated derivative. Differentiability is part of the conclusion. The hypothesis excludes $n = 0$, since $u_0 = 0$, and it excludes the poles of the ratio, where Lean's division would return 0 and the formula would have no meaning.

In the monotonicity theorem, `Convex ℝ D` says that the energy window `D` is an interval, possibly unbounded, and `hu` says that $u_n$ has no zero in it. The theorem does not supply this second condition; a code that relies on the monotonicity can establish it, for instance, by locating the zeros of $u_n$ first.

`norm_conservation` is an equivalence at one energy. Its hypotheses are a nonzero amplitude for `V` at site `n` and the matching condition with the factor `c`; that $c$ and $\tilde u_n$ are nonzero follows from them. The ratios themselves need not agree at that energy, although a pseudopotential construction would normally impose this as well. The theorem does not produce a potential `W`, and it says nothing about second and higher energy derivatives, so it gives no measure of transferability over a finite energy range.

Several features of production codes lie beyond the model:

- The potential must be local and independent of energy. An energy-dependent $V_j$ would add terms to the differentiated recurrence, and nonlocal projectors would change the recurrence itself.
- The grid is uniform and the stencil has three points. In the Numerov scheme the energy also enters the coefficients of the neighbouring sites, so the sum would need a different form.
- The arithmetic is that of the real numbers. Rounding, overflow in a classically forbidden region and loss of accuracy near a zero of $u_n$ are not addressed.

Within the model, the identity gives a sharp test of an implementation. As the energy step shrinks, a numerical energy derivative of $u_{n+1}/u_n$ should approach $-S_n/u_n^2$ until rounding error dominates, on a coarse grid as well as on a fine one. A difference that remains points to a fault such as a sum that ends at the wrong site or a factor $2h^2$ missing from a derivative with respect to $\varepsilon$. The test does not check the potential itself: the identity holds for every $V$, so a consistently shifted potential index passes unnoticed.
